# Spin-conserving double excitations from o occupied to v virtual spatial orbitals: 2 C(o,2) C(v,2) + o² v²

## Too many doubles

Take a closed-shell determinant with o doubly occupied and v empty spatial orbitals. Choose any two occupied spin orbitals to empty and any two virtual ones to fill, and the count is C(2o,2) C(2v,2), where C(n,k) is the binomial coefficient. For o = v = 2 this gives 36, but half of these excitations change the number of spin-up electrons. A spin-free Hamiltonian does not couple the resulting determinants to the reference. In this example an array sized by the naive count has twice as many entries as there are spin-conserving doubles, and a correct list of 18 doubles looks incomplete beside it.

## Orbitals and excitations

The reference is a closed-shell determinant with o doubly occupied spatial orbitals and v empty ones. Each spatial orbital gives one spin-up and one spin-down spin orbital. A k-fold excitation is a pair (A, B), where A is a set of k occupied spin orbitals to be emptied and B a set of k virtual ones to be filled. It conserves spin when A and B have equally many spin-up members.

This condition fixes the spin projection, not the total spin. The count therefore refers to determinants, not to spin-adapted configurations, and it takes no account of spatial symmetry. Within a finite orbital basis and for a closed-shell reference, it gives the number of doubly excited determinants in a configuration-interaction expansion that keeps all doubles with spin projection zero.

## The count by hand

Let n be a number of spatial orbitals. A set of k spin orbitals with m spin-up members, m ≤ k, consists of m up orbitals and k−m down orbitals, chosen independently. There are

C(n,m) C(n,k−m)

such sets. If a spin-conserving excitation moves exactly m spin-up electrons, both A and B are of this kind, with n = o and n = v respectively. The choices are independent, so the numbers multiply. Every spin-conserving k-fold excitation has exactly one m between 0 and k, and the total number N(k) of these excitations is

N(k) = Σ_{m=0}^{k} C(o,m) C(o,k−m) C(v,m) C(v,k−m).

For k = 1 the two terms are ov each, and N(1) = 2ov. For k = 2 the terms are

m = 0: C(o,2) C(v,2)
m = 1: o² v²
m = 2: C(o,2) C(v,2)

and their sum is

N(2) = 2 C(o,2) C(v,2) + o² v².

Inserting C(n,2) = n(n−1)/2 gives

N(2) = ov[(o−1)(v−1) + 2ov]/2 = ov(3ov − o − v + 1)/2.

For o = v = 1 only the opposite-spin double remains, and N(2) = 1.

## The statement in Lean

`SpinOrbital n` is `Fin n ⊕ Fin n`, with the left copy spin-up and the right copy spin-down. `numUp` counts the left members of a set. `excitations o v k` collects the pairs of k-element sets with equal `numUp`; occupied and virtual orbitals are numbered separately, and the position in the pair tells which kind is meant, even when o = v. The theorem `card_doubles` says that for all natural numbers o and v, zero included, `excitations o v 2` has the number of elements found above. No energies, integrals or wavefunctions enter.

```lean
import Mathlib

open Finset

namespace SpinConservingExcitations

/-- The spin orbitals built on `n` spatial orbitals: the left copy is spin-up,
the right copy is spin-down. -/
abbrev SpinOrbital (n : ℕ) := Fin n ⊕ Fin n

/-- The number of spin-up members of a set of spin orbitals. -/
def numUp {n : ℕ} (S : Finset (SpinOrbital n)) : ℕ := S.toLeft.card

/-- The sets of `k` spin orbitals of which exactly `m` are spin-up. -/
def spinSets (n k m : ℕ) : Finset (Finset (SpinOrbital n)) :=
  (powersetCard k univ).filter (fun S => numUp S = m)

/-- The spin-conserving `k`-fold excitations: pairs of `k` occupied and `k` virtual
spin orbitals with equal numbers of spin-up members. -/
def excitations (o v k : ℕ) :
    Finset (Finset (SpinOrbital o) × Finset (SpinOrbital v)) :=
  (powersetCard k univ ×ˢ powersetCard k univ).filter
    (fun p => numUp p.1 = numUp p.2)

/-- For `m ≤ k` there are `C(n,m) C(n,k-m)` ways to choose `k` spin orbitals with `m` of them
spin-up. -/
theorem card_spinSets (n : ℕ) {k m : ℕ} (hm : m ≤ k) :
    (spinSets n k m).card = n.choose m * n.choose (k - m) := by
  -- split a set into its spin-up and spin-down parts
  have h : (spinSets n k m).card =
      ((powersetCard m (univ : Finset (Fin n))) ×ˢ
        (powersetCard (k - m) (univ : Finset (Fin n)))).card := by
    refine Finset.card_bij' (fun S _ => (S.toLeft, S.toRight))
      (fun p _ => p.1.disjSum p.2) ?_ ?_ ?_ ?_
    · intro S hS
      have hS' := mem_filter.mp hS
      have h1 : S.card = k := mem_powersetCard_univ.mp hS'.1
      have h2 : S.toLeft.card = m := hS'.2
      have hc : S.toLeft.card + S.toRight.card = S.card :=
        S.card_toLeft_add_card_toRight
      rw [h1, h2] at hc
      have h3 : S.toRight.card = k - m := by omega
      exact mem_product.mpr
        ⟨mem_powersetCard_univ.mpr h2, mem_powersetCard_univ.mpr h3⟩
    · intro p hp
      have hp' := mem_product.mp hp
      have h1 : p.1.card = m := mem_powersetCard_univ.mp hp'.1
      have h2 : p.2.card = k - m := mem_powersetCard_univ.mp hp'.2
      have h3 : (p.1.disjSum p.2).card = k := by
        rw [card_disjSum, h1, h2]
        omega
      have h4 : (p.1.disjSum p.2).toLeft.card = m := by
        rw [toLeft_disjSum]
        exact h1
      exact mem_filter.mpr ⟨mem_powersetCard_univ.mpr h3, h4⟩
    · intro S _
      ext x
      rcases x with a | b
      · exact inl_mem_disjSum.trans mem_toLeft
      · exact inr_mem_disjSum.trans mem_toRight
    · intro p _
      simp
  rw [h, card_product, card_powersetCard, card_powersetCard, card_univ,
    Fintype.card_fin]

/-- The number of spin-conserving `k`-fold excitations that move exactly `m` spin-up
electrons. -/
theorem card_excitations_numUp (o v : ℕ) {k m : ℕ} (hm : m ≤ k) :
    ((excitations o v k).filter (fun p => numUp p.1 = m)).card =
      (o.choose m * o.choose (k - m)) * (v.choose m * v.choose (k - m)) := by
  -- at fixed `m` the occupied and virtual choices are independent
  have h : (excitations o v k).filter (fun p => numUp p.1 = m) =
      spinSets o k m ×ˢ spinSets v k m := by
    ext ⟨A, B⟩
    simp only [excitations, spinSets, mem_filter, mem_product, mem_powersetCard_univ]
    constructor
    · rintro ⟨⟨⟨hA, hB⟩, hAB⟩, hu⟩
      exact ⟨⟨hA, hu⟩, hB, hAB.symm.trans hu⟩
    · rintro ⟨⟨hA, hu⟩, hB, hu'⟩
      exact ⟨⟨⟨hA, hB⟩, hu.trans hu'.symm⟩, hu⟩
  rw [h, card_product, card_spinSets o hm, card_spinSets v hm]

/-- The number of spin-conserving `k`-fold excitations, as a sum over the number `m` of
spin-up electrons that are moved. -/
theorem card_excitations (o v k : ℕ) :
    (excitations o v k).card = ∑ m ∈ range (k + 1),
      (o.choose m * o.choose (k - m)) * (v.choose m * v.choose (k - m)) := by
  -- at most `k` of the `k` emptied spin orbitals are spin-up
  have hmaps : ∀ p ∈ excitations o v k, numUp p.1 ∈ range (k + 1) := by
    intro p hp
    simp only [excitations, mem_filter, mem_product, mem_powersetCard_univ] at hp
    have hk := hp.1.1
    have hc := p.1.card_toLeft_add_card_toRight
    rw [mem_range]
    unfold numUp
    omega
  rw [Finset.card_eq_sum_card_fiberwise (f := fun p => numUp p.1)
    (t := range (k + 1)) (fun p hp => hmaps p hp)]
  refine Finset.sum_congr rfl (fun m hm => ?_)
  exact card_excitations_numUp o v (Nat.lt_succ_iff.mp (mem_range.mp hm))

/-- There are `2 o v` spin-conserving single excitations. -/
theorem card_singles (o v : ℕ) : (excitations o v 1).card = 2 * o * v := by
  rw [card_excitations]
  simp [Finset.sum_range_succ]
  ring

/-- There are `o² v²` spin-conserving double excitations that move one spin-up and one
spin-down electron. -/
theorem card_opposite_spin_doubles (o v : ℕ) :
    ((excitations o v 2).filter (fun p => numUp p.1 = 1)).card = o ^ 2 * v ^ 2 := by
  rw [card_excitations_numUp o v (by norm_num : 1 ≤ 2)]
  simp only [Nat.choose_one_right, Nat.reduceSub]
  ring

/-- There are `2 C(o,2) C(v,2) + o² v²` spin-conserving double excitations. -/
theorem card_doubles (o v : ℕ) :
    (excitations o v 2).card = 2 * o.choose 2 * v.choose 2 + o ^ 2 * v ^ 2 := by
  rw [card_excitations]
  simp [Finset.sum_range_succ]
  ring

/-- The number of spin-conserving double excitations as a polynomial in the numbers of
occupied and virtual spatial orbitals. -/
theorem card_doubles_polynomial (o v : ℕ) :
    ((excitations o v 2).card : ℚ) =
      (o : ℚ) * v * (3 * o * v - o - v + 1) / 2 := by
  rw [card_doubles]
  push_cast
  rw [Nat.cast_choose_two, Nat.cast_choose_two]
  ring

end SpinConservingExcitations
```

```lean
#print axioms SpinConservingExcitations.card_singles
-- 'SpinConservingExcitations.card_singles' depends on axioms: [propext, Classical.choice, Quot.sound]
#print axioms SpinConservingExcitations.card_opposite_spin_doubles
-- 'SpinConservingExcitations.card_opposite_spin_doubles' depends on axioms: [propext, Classical.choice, Quot.sound]
#print axioms SpinConservingExcitations.card_doubles_polynomial
-- 'SpinConservingExcitations.card_doubles_polynomial' depends on axioms: [propext, Classical.choice, Quot.sound]
```

## How the proof follows the count

`card_spinSets` makes the splitting into up and down parts a bijection. `Finset.card_bij'` takes the two maps, `toLeft` with `toRight` in one direction and `disjSum` in the other, and asks for four checks: each map lands in the right family, and each undoes the other. The hypothesis `m ≤ k` is needed because subtraction of natural numbers stops at zero.

`card_excitations_numUp` shows that the excitations with fixed m are exactly the product of two such families. Its two directions pass the equality of the spin-up numbers between A and B, and `card_product` then multiplies the sizes.

`card_excitations` first shows that m lies between 0 and k, since the up and down parts of A together have k members. `Finset.card_eq_sum_card_fiberwise` then sorts the excitations by m and adds up the classes.

In `card_singles` and `card_doubles`, `Finset.sum_range_succ` writes out the two or three terms, and `ring` collects them. `card_opposite_spin_doubles` takes the m = 1 class alone. `card_doubles_polynomial` moves to the rational numbers, where the subtractions and the division by 2 have their ordinary meaning, and replaces each C(n,2) by n(n−1)/2 through `Nat.cast_choose_two`.
